# Correlation factor $(1+t)/(1-t)$ for a Markov chain of unit jumps whose mean next jump is $t \neq 1$ times the last

A tracer atom in a crystal has just exchanged places with a vacancy. The vacancy now sits directly behind it, so a jump straight back is more likely than it would be for an independent walker. How much does this memory slow the tracer's diffusion?

Suppose that there are finitely many jump types $a$, with unit jump vectors $s_a$, and that a jump of type $a$ is followed by one of type $b$ with probability $P_{ab}$. Suppose also that the mean next jump is parallel to the last one, $\sum_b P_{ab}s_b = t\,s_a$, with the same number $t$ for every $a$. If $t\neq 1$, the mean-square displacement after $n$ jumps is

$$M_n=\frac{n(1+t)}{1-t}-\frac{2t(1-t^n)}{(1-t)^2},$$

and the correlation factor $M_n/n$ tends to $(1+t)/(1-t)$. Backward correlation, $t<0$, makes the limit smaller than the value 1 of uncorrelated jumps.

For a kinetic Monte Carlo tracer that obeys this one-parameter model, the second term, with its minus sign and divided by $n$, is the bias when the limit is estimated by averaging the squared displacement over trajectories of $n$ jumps and dividing by $n$.

In Lean 4 with Mathlib:

```lean
import Mathlib

open Filter Topology

namespace CorrelatedDiffusion

noncomputable section

variable {ι E : Type*} [Fintype ι] [NormedAddCommGroup E] [InnerProductSpace ℝ E]
```

The jump vectors live in any real inner product space `E`, and the finite type `ι` labels the jumps. Four conditions on $P$, $s$ and $t$ are collected in one structure.

```lean
/-- Jump vectors `s a` of unit length with transition probabilities `P a b`, such that the mean
of the next jump vector is `t` times the present one. -/
structure PersistentJumps (P : Matrix ι ι ℝ) (s : ι → E) (t : ℝ) : Prop where
  nonneg : ∀ a b, 0 ≤ P a b
  row_sum : ∀ a, ∑ b, P a b = 1
  unit : ∀ a, ‖s a‖ = 1
  persistence : ∀ a, ∑ b, P a b • s b = t • s a
```

Taking the inner product of `persistence` with $s_a$ shows that $t$ is the mean cosine of the angle between successive jumps. In a crystal, symmetry can ensure the condition: a rotation axis along each jump cancels the part of the mean next jump perpendicular to it, and jumps that are equivalent by symmetry share the same $t$. Both $P$ and $t$ are inputs here; computing them from the vacancy's motion is a separate problem. Time is counted in jumps, so a diffusion coefficient also needs the jump rate and the jump length.

## Memory of one jump only

The Markov assumption is built into the definition of an average. A sequence $a_0,\dots,a_n$ has weight $w_{a_0}\prod_{i<n}P_{a_i a_{i+1}}$, where $w$ is the initial distribution. The displacement is $X_n=\sum_{i<n}s_{a_i}$, and the last entry $a_n$ is the type of the jump about to happen.

```lean
/-- Average of `F` over all jump sequences with initial distribution `w`, where `F` depends on the
displacement after `n` jumps and on the type of the jump that comes next. -/
def pathMean (w : ι → ℝ) (P : Matrix ι ι ℝ) (s : ι → E) (n : ℕ) (F : E → ι → ℝ) : ℝ :=
  ∑ a : Fin (n + 1) → ι, (w (a 0) * ∏ i : Fin n, P (a i.castSucc) (a i.succ)) *
    F (∑ i : Fin n, s (a i.castSucc)) (a (Fin.last n))
```

Two averages matter: $M_n=\langle |X_n|^2\rangle$, called `msd`, and $C_n=\langle X_n\cdot s_{a_n}\rangle$, called `alignment`.

```lean
/-- Mean-square displacement after `n` jumps. -/
def msd (w : ι → ℝ) (P : Matrix ι ι ℝ) (s : ι → E) (n : ℕ) : ℝ :=
  pathMean w P s n (fun x _ => ‖x‖ ^ 2)

/-- Mean inner product of the displacement after `n` jumps with the next jump vector. -/
def alignment (w : ι → ℝ) (P : Matrix ι ι ℝ) (s : ι → E) (n : ℕ) : ℝ :=
  pathMean w P s n (fun x a => inner ℝ x (s a))

/-- Mean-square displacement divided by its value `n` for uncorrelated unit jumps,
for `n ≥ 1`. -/
def correlationFactor (w : ι → ℝ) (P : Matrix ι ι ℝ) (s : ι → E) (n : ℕ) : ℝ :=
  msd w P s n / n
```

By hand, one sums over the last entry first. Only one factor of the weight contains it, so

$$\langle F(X_{n+1},a_{n+1})\rangle=\Big\langle \sum_b P_{a_n b}\,F(X_n+s_{a_n},b)\Big\rangle .$$

The proof does the same: `Fin.snocEquiv` splits a sequence into its initial part and its last entry, and the product and the displacement each shed their final term.

```lean
variable {w : ι → ℝ} {P : Matrix ι ι ℝ} {s : ι → E} {t : ℝ}

omit [InnerProductSpace ℝ E] in
/-- One-step evolution: an average after `n + 1` jumps is an average after `n` jumps of the
expectation over the next transition. -/
theorem pathMean_succ (w : ι → ℝ) (P : Matrix ι ι ℝ) (s : ι → E) (n : ℕ) (F : E → ι → ℝ) :
    pathMean w P s (n + 1) F =
      pathMean w P s n (fun x a => ∑ b, P a b * F (x + s a) b) := by
  unfold pathMean
  -- split off the last entry of the jump sequence
  refine ((Fin.snocEquiv (fun _ : Fin (n + 2) => ι)).sum_comp _).symm.trans ?_
  rw [Fintype.sum_prod_type_right]
  refine Finset.sum_congr rfl fun a _ => ?_
  simp only [Finset.mul_sum]
  refine Finset.sum_congr rfl fun b _ => ?_
  have h1 : ∀ i : Fin (n + 1),
      (Fin.snocEquiv (fun _ : Fin (n + 2) => ι)) (b, a) i.castSucc = a i :=
    fun i => by simp [Fin.snocEquiv]
  have h2 : (Fin.snocEquiv (fun _ : Fin (n + 2) => ι)) (b, a) (Fin.last (n + 1)) = b := by
    simp [Fin.snocEquiv]
  have h0 : (Fin.snocEquiv (fun _ : Fin (n + 2) => ι)) (b, a) 0 = a 0 := by
    rw [← h1 0, Fin.castSucc_zero]
  rw [Fin.prod_univ_castSucc, Fin.sum_univ_castSucc]
  simp only [Fin.succ_castSucc, Fin.succ_last, h0, h1, h2]
  ring
```

If the next jump depended on earlier jumps as well, this rule would fail for $P$ as it stands. Some longer memory can be stored in the type, since different types may share a jump vector, but `persistence` must then hold for every enlarged type.

## Probabilities that add up to one

The condition `row_sum` says that some jump always follows, and `w ∈ stdSimplex ℝ ι` says that $w$ is a probability distribution. By hand, both are used whenever the average of a constant is replaced by that constant. In the proof this is an induction on $n$: the start uses the sum of $w$, and each step uses the row sums.

```lean
/-- The probabilities of all jump sequences add up to one. -/
theorem pathMean_one (h : PersistentJumps P s t) (hw : w ∈ stdSimplex ℝ ι) (n : ℕ) :
    pathMean w P s n (fun _ _ => 1) = 1 := by
  induction n with
  | zero =>
    unfold pathMean
    refine ((Equiv.funUnique (Fin 1) ι).symm.sum_comp _).symm.trans ?_
    simpa using hw.2
  | succ n ih =>
    rw [pathMean_succ]
    simp only [mul_one, h.row_sum]
    exact ih
```

Linearity of finite sums then gives the form needed later, $\langle cF+dG+e\rangle=c\langle F\rangle+d\langle G\rangle+e$.

```lean
/-- Averages over jump sequences are linear and preserve constants. -/
theorem pathMean_affine (h : PersistentJumps P s t) (hw : w ∈ stdSimplex ℝ ι) (n : ℕ)
    (c d e : ℝ) (F G : E → ι → ℝ) :
    pathMean w P s n (fun x a => c * F x a + d * G x a + e) =
      c * pathMean w P s n F + d * pathMean w P s n G + e := by
  have key : pathMean w P s n (fun x a => c * F x a + d * G x a + e) =
      c * pathMean w P s n F + d * pathMean w P s n G
        + e * pathMean w P s n (fun _ _ => 1) := by
    simp only [pathMean, Finset.mul_sum, ← Finset.sum_add_distrib]
    refine Finset.sum_congr rfl fun a _ => ?_
    ring
  rw [key, pathMean_one h hw, mul_one]
```

If every row summed to $r<1$, the walker would be lost with probability $1-r$ at each transition, and the total weight would decay as $r^n$. Nothing is asked of the column sums, and $w$ need be neither uniform nor stationary.

## Equal lengths and a mean next jump along the last

These two conditions close the recursion. Apply the one-step rule to the alignment, using `persistence` and then $|s_{a_n}|=1$:

$$C_{n+1}=\Big\langle (X_n+s_{a_n})\cdot\sum_b P_{a_n b}s_b\Big\rangle=t\,\langle X_n\cdot s_{a_n}+1\rangle=t(C_n+1).$$

For the mean-square displacement, expand the square and use the unit length again:

$$M_{n+1}=\langle |X_n|^2+2X_n\cdot s_{a_n}+1\rangle=M_n+2C_n+1.$$

In the proof, each `hf` is the corresponding calculation inside the average, and `pathMean_affine` then takes the average.

```lean
/-- Each jump changes the alignment `C` to `t (C + 1)` and adds `2 C + 1` to the mean-square
displacement. -/
theorem jump_recursion (h : PersistentJumps P s t) (hw : w ∈ stdSimplex ℝ ι) (n : ℕ) :
    alignment w P s (n + 1) = t * (alignment w P s n + 1) ∧
      msd w P s (n + 1) = msd w P s n + 2 * alignment w P s n + 1 := by
  unfold alignment msd
  constructor
  · have hf : (fun (x : E) (a : ι) => ∑ b, P a b * inner ℝ (x + s a) (s b)) =
        fun x a => t * inner ℝ x (s a) + 0 * inner ℝ x (s a) + t := by
      funext x a
      calc ∑ b, P a b * inner ℝ (x + s a) (s b)
          = inner ℝ (x + s a) (∑ b, P a b • s b) := by
            simp only [inner_sum, real_inner_smul_right]
        _ = _ := by
            rw [h.persistence, real_inner_smul_right, inner_add_left,
              real_inner_self_eq_norm_sq, h.unit]
            ring
    rw [pathMean_succ, hf, pathMean_affine h hw n t 0 t
      (fun x a => inner ℝ x (s a)) (fun x a => inner ℝ x (s a))]
    ring
  · have hf : (fun (x : E) (a : ι) => ∑ b, P a b * ‖x + s a‖ ^ 2) =
        fun x a => 1 * ‖x‖ ^ 2 + 2 * inner ℝ x (s a) + 1 := by
      funext x a
      rw [← Finset.sum_mul, h.row_sum, norm_add_sq_real, h.unit]
      ring
    rw [pathMean_succ, hf, pathMean_affine h hw n 1 2 1
      (fun x _ => ‖x‖ ^ 2) (fun x a => inner ℝ x (s a))]
    ring
```

A common jump length $\ell$ other than 1 only multiplies $M_n$ by $\ell^2$. With unequal lengths, the constant 1 becomes $|s_{a_n}|^2$, whose mean can change from jump to jump. Without `persistence`, $C_{n+1}$ involves the mean of $X_n$ along some other direction, and in general two numbers no longer suffice.

## Persistence different from one

Before the first jump $X_0=0$, so $C_0=M_0=0$ whatever the initial distribution. The first recursion gives a geometric sum,

$$C_n=t+t^2+\dots+t^n=\frac{t(1-t^n)}{1-t},$$

where the last form needs $t\neq1$. Summing the second recursion,

$$M_n=\sum_{m=0}^{n-1}(1+2C_m)=n+\frac{2t}{1-t}\Big(n-\frac{1-t^n}{1-t}\Big),$$

which rearranges to the formula at the top. The proof establishes both closed forms by induction; `hC` is the one for $C_m$, and `field_simp` and `ring` do the algebra.

```lean
/-- Mean-square displacement after `n` correlated unit jumps, for any initial distribution
and `t ≠ 1`. -/
theorem msd_eq (h : PersistentJumps P s t) (hw : w ∈ stdSimplex ℝ ι) (ht : t ≠ 1) (n : ℕ) :
    msd w P s n = n * (1 + t) / (1 - t) - 2 * t * (1 - t ^ n) / (1 - t) ^ 2 := by
  have h1 : 1 - t ≠ 0 := sub_ne_zero.mpr ht.symm
  -- the alignment is a geometric sum
  have hC : ∀ m, alignment w P s m = t * (1 - t ^ m) / (1 - t) := by
    intro m
    induction m with
    | zero => simp [alignment, pathMean]
    | succ m ih =>
      rw [(jump_recursion h hw m).1, ih]
      field_simp
      ring
  induction n with
  | zero => simp [msd, pathMean]
  | succ n ih =>
    rw [(jump_recursion h hw n).2, ih, hC]
    push_cast
    field_simp
    ring
```

At $t=1$ the recursions still hold, but they give $C_n=n$ and $M_n=n^2$. A mean of unit vectors has length 1 only if all those with non-zero probability coincide, so the walker never turns. Its motion is ballistic, and $M_n/n=n$ has no finite limit.

```lean
/-- For `t = 1` the mean-square displacement is ballistic: it equals `n ^ 2`. -/
theorem msd_ballistic (h : PersistentJumps P s 1) (hw : w ∈ stdSimplex ℝ ι) (n : ℕ) :
    msd w P s n = (n : ℝ) ^ 2 := by
  have hC : ∀ m : ℕ, alignment w P s m = m := by
    intro m
    induction m with
    | zero => simp [alignment, pathMean]
    | succ m ih =>
      rw [(jump_recursion h hw m).1, ih]
      push_cast
      ring
  induction n with
  | zero => simp [msd, pathMean]
  | succ n ih =>
    rw [(jump_recursion h hw n).2, ih, hC]
    push_cast
    ring
```

## Non-negative probabilities and the long-run limit

The closed form does not need the entries of $P$ to be non-negative. The proof of the limit uses this condition, through the bound

$$|t|=\Big|\sum_b P_{ab}s_b\Big|\le\sum_b P_{ab}=1,$$

which is the triangle inequality for unit vectors.

```lean
/-- The persistence `t` of unit jumps lies between `-1` and `1`. -/
theorem abs_persistence_le_one [Nonempty ι] (h : PersistentJumps P s t) : |t| ≤ 1 := by
  obtain ⟨a⟩ := ‹Nonempty ι›
  calc |t| = ‖t • s a‖ := by rw [norm_smul, h.unit, mul_one, Real.norm_eq_abs]
    _ = ‖∑ b, P a b • s b‖ := by rw [h.persistence]
    _ ≤ ∑ b, ‖P a b • s b‖ := norm_sum_le _ _
    _ = ∑ b, P a b := Finset.sum_congr rfl fun b _ => by
        rw [norm_smul, h.unit, mul_one, Real.norm_of_nonneg (h.nonneg a b)]
    _ = 1 := h.row_sum a
```

Hence $|t^n|\le1$, and for $n\ge1$

$$\left|\frac{M_n}{n}-\frac{1+t}{1-t}\right|=\frac{|2t(1-t^n)|}{(1-t)^2\,n}\le\frac{4}{(1-t)^2\,n}\longrightarrow0 .$$

In the proof, `hpow`, `hB` and `hnum` build the bound 4 on the numerator, and `squeeze_zero'` takes the limit.

```lean
/-- For `t ≠ 1` the correlation factor tends to `(1 + t) / (1 - t)` as the number of jumps
grows. -/
theorem correlationFactor_tendsto (h : PersistentJumps P s t) (hw : w ∈ stdSimplex ℝ ι)
    (ht : t ≠ 1) :
    Tendsto (correlationFactor w P s) atTop (𝓝 ((1 + t) / (1 - t))) := by
  have hne : Nonempty ι := by
    by_contra hemp
    rw [not_nonempty_iff] at hemp
    simpa using hw.2
  have hT := abs_persistence_le_one h
  rw [tendsto_iff_norm_sub_tendsto_zero]
  refine squeeze_zero' (Eventually.of_forall fun n => norm_nonneg _) ?_
    (tendsto_const_div_atTop_nhds_zero_nat (4 / (1 - t) ^ 2))
  filter_upwards [eventually_ge_atTop 1] with n hn
  have hn0 : (n : ℝ) ≠ 0 := by
    have : n ≠ 0 := by omega
    exact_mod_cast this
  -- the correction to linear growth stays bounded
  have hpow : |t ^ n| ≤ 1 := by
    rw [abs_pow]
    exact pow_le_one₀ (abs_nonneg _) hT
  have hB : |1 - t ^ n| ≤ 2 := by
    rw [abs_le] at hpow ⊢
    constructor <;> linarith [hpow.1, hpow.2]
  have hnum : |2 * t * (1 - t ^ n)| ≤ 4 := by
    rw [abs_mul, abs_mul, abs_two]
    nlinarith [mul_nonneg (sub_nonneg.mpr hT) (abs_nonneg (1 - t ^ n))]
  have hlin : (n : ℝ) * (1 + t) / (1 - t) / n = (1 + t) / (1 - t) := by
    rw [mul_div_assoc, mul_div_cancel_left₀ _ hn0]
  have e : correlationFactor w P s n - (1 + t) / (1 - t) =
      -(2 * t * (1 - t ^ n) / (1 - t) ^ 2 / n) := by
    rw [correlationFactor, msd_eq h hw ht, sub_div, hlin]
    ring
  rw [e, norm_neg, Real.norm_eq_abs, abs_div, abs_div, abs_of_nonneg (sq_nonneg (1 - t)),
    Nat.abs_cast]
  gcongr
```

The value $t=-1$ is included. Every jump is then undone by the next, $M_n$ alternates between 0 and 1, and the limit is 0.

With negative entries the limit can fail. The matrix with diagonal entries 2 and off-diagonal entries $-1$, acting on the jumps $\pm1$, has unit row sums and $t=3$; the term $t^n$ then makes $M_n/n$ grow without bound.

## A walker on a line that repeats its direction with probability $p$

All the conditions are met by a walker with jumps $+1$ and $-1$ that keeps its direction with probability $p$ and reverses with probability $1-p$. Its mean next jump is $p-(1-p)=2p-1$ times the last.

```lean
/-- Unit jumps to the right (`true`) and to the left (`false`) on a line. -/
def lineJump (a : Bool) : ℝ := if a then 1 else -1

/-- Transition matrix of a walker that repeats its last direction with probability `p`. -/
def lineChain (p : ℝ) : Matrix Bool Bool ℝ := fun a b => if a = b then p else 1 - p
```

The next theorem checks the four conditions for $0\le p\le1$, and that the uniform start is a valid initial distribution.

```lean
/-- The walk on a line with repetition probability `p` has persistence `2 p - 1`, and the
uniform start is an admissible initial distribution. -/
theorem persistentJumps_witness {p : ℝ} (h0 : 0 ≤ p) (h1 : p ≤ 1) :
    PersistentJumps (lineChain p) lineJump (2 * p - 1) ∧
      (fun _ => 1 / 2 : Bool → ℝ) ∈ stdSimplex ℝ Bool := by
  refine ⟨⟨?_, ?_, ?_, ?_⟩, ?_, ?_⟩
  · intro a b
    unfold lineChain
    split_ifs <;> linarith
  · intro a
    cases a <;> simp [lineChain]
  · intro a
    cases a <;> simp [lineJump]
  · intro a
    cases a <;> simp [lineChain, lineJump] <;> ring
  · intro a
    norm_num
  · norm_num [Fintype.sum_bool]
```

Putting $t=2p-1$ into $(1+t)/(1-t)$ gives $p/(1-p)$. The condition $t\neq1$ becomes $p<1$.

```lean
/-- On a line, a walker that repeats its direction with probability `p < 1` has a correlation
factor tending to `p / (1 - p)`. -/
theorem line_correlationFactor_tendsto {p : ℝ} (h0 : 0 ≤ p) (h1 : p < 1) {v : Bool → ℝ}
    (hv : v ∈ stdSimplex ℝ Bool) :
    Tendsto (correlationFactor v (lineChain p) lineJump) atTop (𝓝 (p / (1 - p))) := by
  have e : p / (1 - p) = (1 + (2 * p - 1)) / (1 - (2 * p - 1)) := by
    have ha : 1 - p ≠ 0 := by linarith
    have hb : 1 - (2 * p - 1) ≠ 0 := by
      intro hz
      linarith
    rw [div_eq_div_iff ha hb]
    ring
  rw [e]
  exact correlationFactor_tendsto (persistentJumps_witness h0 h1.le).1 hv
    (fun hz => by linarith)

end

end CorrelatedDiffusion
```

Take $p=1/4$, so that $t=-1/2$ and

$$M_n=\frac n3+\frac49\Big(1-\big(-\tfrac12\big)^n\Big).$$

For $n=3$ this is $1+\tfrac49\cdot\tfrac98=\tfrac32$. Direct counting agrees: the walker keeps its direction twice with probability $1/16$ and ends at distance 3; otherwise it ends at distance 1. The mean square is $\tfrac{9}{16}+\tfrac{15}{16}=\tfrac32$. The correlation factor after three jumps is therefore $1/2$, still well above its limit $1/3$.

```lean
#print axioms CorrelatedDiffusion.msd_ballistic
-- 'CorrelatedDiffusion.msd_ballistic' depends on axioms: [propext, Classical.choice, Quot.sound]
#print axioms CorrelatedDiffusion.correlationFactor_tendsto
-- 'CorrelatedDiffusion.correlationFactor_tendsto' depends on axioms: [propext, Classical.choice, Quot.sound]
#print axioms CorrelatedDiffusion.line_correlationFactor_tendsto
-- 'CorrelatedDiffusion.line_correlationFactor_tendsto' depends on axioms: [propext, Classical.choice, Quot.sound]
```
